# For R, h > 0, linear interpolation of exp(ikR)/R between k0 − h and k0 + h has an error of at most h²R/2

## Two phases and their average

Take a single distance R > 0 and two mesh points, k = −h and k = h, with h > 0. A negative k is not a physical wave number for an outgoing wave; the interval is centred at zero only for simplicity, and moving its centre to k0 multiplies all the values below by the same phase exp(ik0R). The function exp(ikR)/R has the values exp(−ihR)/R and exp(ihR)/R there. Linear interpolation at k = 0 takes their average, in which the sines cancel:

(exp(−ihR) + exp(ihR))/(2R) = cos(hR)/R.

The true value at k = 0 is 1/R, so the error is (1 − cos(hR))/R. For 0 < hR < π the two values are distinct points on a circle, so their average lies inside it. The error depends on the phase hR that the wave gains over half a mesh interval. At fixed h this phase grows with distance.

For small hR the error is close to h²R/2, by the usual expansion of the cosine. This is also the bound found below for the whole interval, so its constant can't be improved.

## Propagators on a wave-number mesh

In multiple scattering theory, a wave that leaves one site and arrives at another at distance R carries the free propagator

G(k) = exp(ikR)/R,

where k is the wave number. Quantities built from such propagators are needed at many energies, and one way to save work is to tabulate them on a mesh and interpolate. The results below give the interpolation error for one scalar free propagator at real k, and so indicate how fine such a mesh should be for a given shell of neighbours.

## What is stated

`propagator R k` is G(k), with the outgoing sign in the exponent and without the factor −1/(4π) that some conventions include; such a factor rescales absolute errors and leaves relative ones alone. `linInterp f a b k` is the straight line in k through the values of a complex function f at a and b. `interpError R a b k` is the propagator minus its interpolant, written D(k) below.

The main theorem, `interpolation_error`, takes R > 0, h > 0 and any real k0, with mesh points k0 − h and k0 + h. It says that

|D(k)| ≤ h²R/2 for every k in the closed interval,

|D(k0)| = (1 − cos(hR))/R.

Four further theorems make precise how the mesh depends on distance; δ is the tolerated absolute error.

- `mesh_sufficient`: if h² ≤ 2δ/R, the error is at most δ on the whole interval.
- `mesh_necessary`: if hR ≤ π and the midpoint error is at most δ, then h² ≤ π²δ/(2R).
- `relative_error_lt`: for two shells R < R' with hR' ≤ π, the midpoint error divided by |G(k0)| is strictly larger for R'.
- `midpoint_aliasing`: if hR = 2π, the midpoint error is zero.

The first two bounds on h differ by a factor π/2. In the range hR ≤ π, and for shells with δ ≤ 2/R, the largest half-spacing that meets a fixed absolute tolerance δ therefore scales as 1/√R up to that factor. No interpolation error exceeds 2/R, so a larger δ puts no limit on h. For a fixed relative tolerance ε, put δ = ε/R; both bounds on h then scale as 1/R.

The condition hR ≤ π says that the phase advances by at most half a turn between the midpoint and a mesh point. It can't be relaxed to hR ≤ 2π in either theorem that uses it: at 2π the three phases coincide and the midpoint error vanishes, however distant the shell.

The mesh variable is k and not the energy. Interpolation linear in energy is a different procedure, and complex energies, angular-momentum components and the inversion of a multiple-scattering matrix do not enter.

## The derivation

**A phase and its tangent.** For real x,

|exp(ix) − 1 − ix| ≤ x²/2.

The square of the left side is

(cos x − 1)² + (sin x − x)² = 2 − 2 cos x − 2x sin x + x².

Subtract this from x⁴/4 and call the result F:

F(x) = x⁴/4 − x² − 2 + 2 cos x + 2x sin x.

Then F(0) = 0 and

F'(x) = x(x² − 2(1 − cos x)).

Since 1 − cos x ≤ x²/2, F' is nonnegative for x ≥ 0, and so is F. As F is even, it is nonnegative everywhere, which is the claim.

**Expansion about k.** For a second wave number q, G(q) = G(k) exp(i(q − k)R). Define the remainder

T(q) = G(q) − G(k)(1 + i(q − k)R).

Because |G(k)| = 1/R, the phase estimate with x = (q − k)R gives

|T(q)| ≤ R(q − k)²/2.

**Averaging the remainders.** Let a < b be the mesh points, let k lie in [a, b], and let

u = (b − k)/(b − a), v = (k − a)/(b − a).

These weights are nonnegative and satisfy

u + v = 1, u(a − k) + v(b − k) = 0.

In uG(a) + vG(b) the constant terms add up to G(k) and the linear terms cancel, so that

D(k) = −(uT(a) + vT(b)),

|D(k)| ≤ (R/2)(u(a − k)² + v(b − k)²).

The two weight identities simplify the bracket:

u(a − k)² + v(b − k)²
= ((a − k) + (b − k))(u(a − k) + v(b − k)) − (a − k)(b − k)(u + v)
= (k − a)(b − k).

Hence |D(k)| ≤ R(k − a)(b − k)/2. With a = k0 − h and b = k0 + h the product is h² − (k − k0)², which is at most h², and the bound h²R/2 follows.

**The midpoint.** At k = k0 both weights are 1/2, and G(k0 ± h) = G(k0) exp(±ihR). The sines cancel as in the opening example:

D(k0) = G(k0)(1 − cos(hR)).

Taking moduli gives (1 − cos(hR))/R.

**The mesh conditions.** If h² ≤ 2δ/R, then h²R/2 ≤ δ, which is the sufficient condition. Conversely, let |D(k0)| ≤ δ and hR ≤ π. Then

2 sin²(hR/2) = 1 − cos(hR) ≤ δR.

Jordan's inequality, sin y ≥ 2y/π for 0 ≤ y ≤ π/2, gives sin(hR/2) ≥ hR/π. Therefore 2h²R²/π² ≤ δR, or h² ≤ π²δ/(2R).

The relative midpoint error is |D(k0)|/|G(k0)| = 1 − cos(hR). It increases strictly with R while hR ≤ π, and it is zero at hR = 2π.

## The Lean file

```lean
import Mathlib

open Complex

namespace PropagatorInterpolation

noncomputable section

/-- The free propagator `exp(ikR)/R` at distance `R ≠ 0` and wave number `k`. -/
def propagator (R k : ℝ) : ℂ := exp (((k * R : ℝ) : ℂ) * I) / (R : ℂ)

/-- The linear interpolant in `k` of a function `f` between the mesh points `a ≠ b`. -/
def linInterp (f : ℝ → ℂ) (a b k : ℝ) : ℂ :=
  (((b - k) / (b - a) : ℝ) : ℂ) * f a + (((k - a) / (b - a) : ℝ) : ℂ) * f b

/-- The propagator minus its linear interpolant between the mesh points `a ≠ b`,
at distance `R ≠ 0`. -/
def interpError (R a b k : ℝ) : ℂ :=
  propagator R k - linInterp (propagator R) a b k

/-- A phase factor differs from its first-order expansion by at most `x²/2`. -/
theorem norm_phase_remainder_le (x : ℝ) :
    ‖exp ((x : ℂ) * I) - (1 + (x : ℂ) * I)‖ ≤ x ^ 2 / 2 := by
  -- the difference of the squared moduli, as a function of the phase
  have hd : ∀ y : ℝ, HasDerivAt
      (fun y : ℝ => y ^ 4 / 4 - y ^ 2 - 2 + 2 * Real.cos y + 2 * (y * Real.sin y))
      (y * (y ^ 2 - 2 * (1 - Real.cos y))) y := by
    intro y
    have h4 : HasDerivAt (fun y : ℝ => y ^ 4) (4 * y ^ 3) y := by
      simpa using hasDerivAt_pow 4 y
    have h2 : HasDerivAt (fun y : ℝ => y ^ 2) (2 * y) y := by
      simpa using hasDerivAt_pow 2 y
    have h := ((((h4.div_const 4).fun_sub h2).sub_const 2).fun_add
      ((Real.hasDerivAt_cos y).const_mul 2)).fun_add
      (((hasDerivAt_id' y).fun_mul (Real.hasDerivAt_sin y)).const_mul 2)
    exact h.congr_deriv (by ring)
  have hmono := monotoneOn_of_deriv_nonneg (convex_Ici (0 : ℝ))
    (fun y _ => (hd y).continuousAt.continuousWithinAt)
    (fun y _ => (hd y).differentiableAt.differentiableWithinAt)
    (fun y hy => by
      rw [(hd y).deriv]
      have hy0 : 0 ≤ y := Set.mem_Ici.1 (interior_subset hy)
      exact mul_nonneg hy0 (by linarith [Real.one_sub_sq_div_two_le_cos (x := y)]))
  have hpos : ∀ y : ℝ, 0 ≤ y →
      0 ≤ y ^ 4 / 4 - y ^ 2 - 2 + 2 * Real.cos y + 2 * (y * Real.sin y) := by
    intro y hy
    calc (0 : ℝ) = 0 ^ 4 / 4 - 0 ^ 2 - 2 + 2 * Real.cos 0 + 2 * (0 * Real.sin 0) := by
          norm_num
      _ ≤ _ := hmono (Set.mem_Ici.2 le_rfl) (Set.mem_Ici.2 hy) hy
  have key : 0 ≤ x ^ 4 / 4 - x ^ 2 - 2 + 2 * Real.cos x + 2 * (x * Real.sin x) := by
    rcases le_total 0 x with hx | hx
    · exact hpos x hx
    · have h := hpos (-x) (by linarith)
      rw [Real.cos_neg, Real.sin_neg] at h
      nlinarith [h]
  have hz : exp ((x : ℂ) * I) - (1 + (x : ℂ) * I)
      = ((Real.cos x - 1 : ℝ) : ℂ) + ((Real.sin x - x : ℝ) : ℂ) * I := by
    rw [Complex.exp_mul_I]
    push_cast
    ring
  rw [hz]
  refine le_trans (le_abs_self _) (abs_le_of_sq_le_sq ?_ (by positivity))
  rw [Complex.sq_norm, Complex.normSq_add_mul_I]
  nlinarith [Real.sin_sq_add_cos_sq x, key]

/-- At distance `R > 0` the propagator has modulus `1/R`. -/
theorem norm_propagator {R : ℝ} (hR : 0 < R) (k : ℝ) : ‖propagator R k‖ = 1 / R := by
  unfold propagator
  rw [norm_div, Complex.norm_exp_ofReal_mul_I, Complex.norm_real,
    Real.norm_of_nonneg hR.le]

/-- Shifting the wave number by `s` multiplies the propagator by the phase `exp(isR)`. -/
theorem propagator_add (R k s : ℝ) :
    propagator R (k + s) = propagator R k * exp (((s * R : ℝ) : ℂ) * I) := by
  unfold propagator
  rw [add_mul, Complex.ofReal_add, add_mul, Complex.exp_add]
  ring

/-- For `R > 0` and `k` between the mesh points `a < b`, the interpolation error has modulus
at most `R (k - a)(b - k)/2`. -/
theorem norm_interpError_le {R a b k : ℝ} (hR : 0 < R) (hab : a < b)
    (hk : k ∈ Set.Icc a b) :
    ‖interpError R a b k‖ ≤ R * (k - a) * (b - k) / 2 := by
  -- first-order expansion of the propagator about `k`
  have taylor : ∀ q : ℝ, ‖propagator R q
      - propagator R k * (1 + ((q - k : ℝ) : ℂ) * (R : ℂ) * I)‖ ≤ R * (q - k) ^ 2 / 2 := by
    intro q
    have hs := propagator_add R k (q - k)
    rw [show k + (q - k) = q by ring] at hs
    have hf : propagator R q - propagator R k * (1 + ((q - k : ℝ) : ℂ) * (R : ℂ) * I)
        = propagator R k * (exp ((((q - k) * R : ℝ) : ℂ) * I)
          - (1 + (((q - k) * R : ℝ) : ℂ) * I)) := by
      rw [hs, Complex.ofReal_mul]
      ring
    rw [hf, norm_mul, norm_propagator hR]
    calc 1 / R * _ ≤ 1 / R * (((q - k) * R) ^ 2 / 2) :=
          mul_le_mul_of_nonneg_left (norm_phase_remainder_le _) (by positivity)
      _ = R * (q - k) ^ 2 / 2 := by field_simp
  have hne : b - a ≠ 0 := (sub_pos.2 hab).ne'
  obtain ⟨u, hu⟩ : ∃ u, u = (b - k) / (b - a) := ⟨_, rfl⟩
  obtain ⟨v, hv⟩ : ∃ v, v = (k - a) / (b - a) := ⟨_, rfl⟩
  have hu0 : 0 ≤ u := hu ▸ div_nonneg (sub_nonneg.2 hk.2) (sub_pos.2 hab).le
  have hv0 : 0 ≤ v := hv ▸ div_nonneg (sub_nonneg.2 hk.1) (sub_pos.2 hab).le
  -- the weights reproduce constant and linear functions
  have e1 : u + v = 1 := by
    rw [hu, hv, ← add_div, div_eq_iff hne]
    ring
  have e2 : u * (a - k) + v * (b - k) = 0 := by
    rw [hu, hv]
    ring
  have c1 : (u : ℂ) + (v : ℂ) = 1 := by exact_mod_cast e1
  have c2 : (u : ℂ) * ((a - k : ℝ) : ℂ) + (v : ℂ) * ((b - k : ℝ) : ℂ) = 0 := by
    exact_mod_cast e2
  have split : interpError R a b k =
      -((u : ℂ) * (propagator R a - propagator R k * (1 + ((a - k : ℝ) : ℂ) * (R : ℂ) * I))
      + (v : ℂ) * (propagator R b
        - propagator R k * (1 + ((b - k : ℝ) : ℂ) * (R : ℂ) * I))) := by
    unfold interpError linInterp
    rw [← hu, ← hv]
    linear_combination (-propagator R k) * c1 - propagator R k * (R : ℂ) * I * c2
  rw [split, norm_neg]
  refine (norm_add_le _ _).trans ?_
  rw [norm_mul, norm_mul, Complex.norm_real, Complex.norm_real,
    Real.norm_of_nonneg hu0, Real.norm_of_nonneg hv0]
  refine (add_le_add (mul_le_mul_of_nonneg_left (taylor a) hu0)
    (mul_le_mul_of_nonneg_left (taylor b) hv0)).trans (le_of_eq ?_)
  linear_combination R / 2 * ((a - k) + (b - k)) * e2 - R / 2 * (a - k) * (b - k) * e1

/-- For `h > 0` the error at the midpoint `k0` is the propagator times `1 - cos(hR)`. -/
theorem interpError_midpoint (R k0 : ℝ) {h : ℝ} (hh : 0 < h) :
    interpError R (k0 - h) (k0 + h) k0
      = propagator R k0 * ((1 - Real.cos (h * R) : ℝ) : ℂ) := by
  have hne : (k0 + h) - (k0 - h) ≠ 0 := by
    intro e
    linarith
  have w1 : (k0 + h - k0) / ((k0 + h) - (k0 - h)) = 1 / 2 := by
    rw [div_eq_iff hne]
    ring
  have w2 : (k0 - (k0 - h)) / ((k0 + h) - (k0 - h)) = 1 / 2 := by
    rw [div_eq_iff hne]
    ring
  have ha := propagator_add R k0 (-h)
  rw [← sub_eq_add_neg, neg_mul, Complex.exp_mul_I, ← Complex.ofReal_cos,
    ← Complex.ofReal_sin, Real.cos_neg, Real.sin_neg] at ha
  have hb := propagator_add R k0 h
  rw [Complex.exp_mul_I, ← Complex.ofReal_cos, ← Complex.ofReal_sin] at hb
  -- the sines cancel between the two mesh points
  unfold interpError linInterp
  rw [w1, w2, ha, hb]
  push_cast
  ring

/-- For `R, h > 0`, linear interpolation of `exp(ikR)/R` between `k0 - h` and `k0 + h` has an
error of modulus at most `h²R/2` on the whole interval and exactly `(1 - cos(hR))/R` at `k0`. -/
theorem interpolation_error {R h : ℝ} (hR : 0 < R) (hh : 0 < h) (k0 : ℝ) :
    (∀ k ∈ Set.Icc (k0 - h) (k0 + h),
      ‖interpError R (k0 - h) (k0 + h) k‖ ≤ h ^ 2 * R / 2) ∧
    ‖interpError R (k0 - h) (k0 + h) k0‖ = (1 - Real.cos (h * R)) / R := by
  constructor
  · intro k hk
    refine (norm_interpError_le hR (by linarith) hk).trans ?_
    nlinarith [mul_nonneg hR.le (sq_nonneg (k - k0))]
  · rw [interpError_midpoint R k0 hh, norm_mul, norm_propagator hR, Complex.norm_real,
      Real.norm_of_nonneg (sub_nonneg.2 (Real.cos_le_one _))]
    ring

/-- For `R, h > 0`, a half-spacing with `h² ≤ 2δ/R` keeps the error within `δ` on the whole
interval. -/
theorem mesh_sufficient {R h δ : ℝ} (hR : 0 < R) (hh : 0 < h) (k0 : ℝ)
    (hm : h ^ 2 ≤ 2 * δ / R) :
    ∀ k ∈ Set.Icc (k0 - h) (k0 + h), ‖interpError R (k0 - h) (k0 + h) k‖ ≤ δ := by
  intro k hk
  have h1 := (interpolation_error hR hh k0).1 k hk
  rw [le_div_iff₀ hR] at hm
  linarith

/-- For `R, h > 0` and `hR ≤ π`, an error within `δ` at the midpoint forces
`h² ≤ π²δ/(2R)`. -/
theorem mesh_necessary {R h δ : ℝ} (hR : 0 < R) (hh : 0 < h) (k0 : ℝ)
    (hπ : h * R ≤ Real.pi) (hδ : ‖interpError R (k0 - h) (k0 + h) k0‖ ≤ δ) :
    h ^ 2 ≤ Real.pi ^ 2 * δ / (2 * R) := by
  have hp := Real.pi_pos
  have hx : 0 < h * R := mul_pos hh hR
  rw [(interpolation_error hR hh k0).2, div_le_iff₀ hR] at hδ
  -- Jordan's inequality at half the phase
  have hj := Real.mul_le_sin (x := h * R / 2) (by linarith) (by linarith)
  have hj' : h * R ≤ Real.pi * Real.sin (h * R / 2) := by
    calc h * R = Real.pi * (2 / Real.pi * (h * R / 2)) := by field_simp
      _ ≤ _ := mul_le_mul_of_nonneg_left hj hp.le
  have hsq := pow_le_pow_left₀ hx.le hj' 2
  have hc := Real.cos_two_mul (h * R / 2)
  rw [show 2 * (h * R / 2) = h * R by ring] at hc
  have hs : 2 * Real.sin (h * R / 2) ^ 2 ≤ δ * R := by
    linarith [Real.sin_sq_add_cos_sq (h * R / 2)]
  have hfin := mul_le_mul_of_nonneg_left hs (sq_nonneg Real.pi)
  rw [le_div_iff₀ (by positivity)]
  refine le_of_mul_le_mul_right ?_ hR
  linarith [hsq, hfin, mul_pow Real.pi (Real.sin (h * R / 2)) 2,
    show h ^ 2 * (2 * R) * R = 2 * (h * R) ^ 2 by ring]

/-- At fixed `h > 0`, the midpoint error relative to the propagator is strictly larger for the
more distant of two shells `0 < R < R'`, provided `hR' ≤ π`. -/
theorem relative_error_lt {R R' h : ℝ} (hR : 0 < R) (hRR : R < R') (hh : 0 < h) (k0 : ℝ)
    (hπ : h * R' ≤ Real.pi) :
    ‖interpError R (k0 - h) (k0 + h) k0‖ / ‖propagator R k0‖
      < ‖interpError R' (k0 - h) (k0 + h) k0‖ / ‖propagator R' k0‖ := by
  have ratio : ∀ r : ℝ, 0 < r →
      ‖interpError r (k0 - h) (k0 + h) k0‖ / ‖propagator r k0‖ = 1 - Real.cos (h * r) := by
    intro r hr
    rw [(interpolation_error hr hh k0).2, norm_propagator hr]
    field_simp
  rw [ratio R hR, ratio R' (hR.trans hRR)]
  have hc := Real.cos_lt_cos_of_nonneg_of_le_pi (mul_pos hh hR).le hπ
    (mul_lt_mul_of_pos_left hRR hh)
  linarith

/-- For `h > 0` and `hR = 2π` the interpolation error at the midpoint vanishes. -/
theorem midpoint_aliasing {R h : ℝ} (hh : 0 < h) (k0 : ℝ) (hR : h * R = 2 * Real.pi) :
    interpError R (k0 - h) (k0 + h) k0 = 0 := by
  rw [interpError_midpoint R k0 hh, hR, Real.cos_two_pi, sub_self, Complex.ofReal_zero,
    mul_zero]

end

end PropagatorInterpolation
```

```lean
#print axioms PropagatorInterpolation.interpolation_error
-- 'PropagatorInterpolation.interpolation_error' depends on axioms: [propext, Classical.choice, Quot.sound]
#print axioms PropagatorInterpolation.mesh_sufficient
-- 'PropagatorInterpolation.mesh_sufficient' depends on axioms: [propext, Classical.choice, Quot.sound]
#print axioms PropagatorInterpolation.relative_error_lt
-- 'PropagatorInterpolation.relative_error_lt' depends on axioms: [propext, Classical.choice, Quot.sound]
#print axioms PropagatorInterpolation.midpoint_aliasing
-- 'PropagatorInterpolation.midpoint_aliasing' depends on axioms: [propext, Classical.choice, Quot.sound]
```

## From the phase estimate to the mesh conditions in Lean

`norm_phase_remainder_le` is the estimate for exp(ix). The step `hd` computes the derivative of F, and `hmono` turns its sign into monotonicity on [0, ∞), using Mathlib's inequality `Real.one_sub_sq_div_two_le_cos`. `hpos` compares F with its value at zero, and `key` extends the result to negative x by evenness. The complex number is then split into real and imaginary parts in `hz`, and the inequality between squares is converted into one between moduli.

`norm_propagator` gives the modulus 1/R, and `propagator_add` says that a shift of k multiplies the propagator by a phase. Both enter the expansion about k, which is the step `taylor` inside `norm_interpError_le`.

The rest of `norm_interpError_le` is the averaging argument. `e1` and `e2` are the two weight identities, and `c1` and `c2` are the same identities between complex numbers. With them, `split` writes the error as minus the weighted sum of remainders. The triangle inequality and `taylor` bound that sum, and the final `linear_combination` is the simplification of the bracket shown above, with `e2` and `e1` multiplied by the same factors.

`interpError_midpoint` finds the weights 1/2 in `w1` and `w2`, and writes the two endpoint values with cosines and sines in `ha` and `hb`. After substitution, `ring` cancels the sines. This theorem is an equality of complex numbers, so it keeps the phase of the error as well as its size.

`interpolation_error` combines the two results. Its first half needs only that R(k − k0)² is nonnegative, which is supplied to `nlinarith`; its second half takes the modulus of the midpoint formula.

`mesh_sufficient` rearranges the uniform bound. In `mesh_necessary`, `hj` is Jordan's inequality at hR/2, `hc` is the double-angle formula, and `hs` is the resulting bound on the squared sine. `relative_error_lt` first reduces each ratio to 1 − cos(hr), where r is the shell distance, and then uses the strict decrease of the cosine on [0, π]. `midpoint_aliasing` puts hR = 2π into the midpoint formula.
